# Small-exponent law for the number of retained images in a Gaussian chain

The more diffuse a Gaussian basis function is, the farther its overlaps with its own lattice images reach in a periodic calculation. The problems below count the images whose overlap reaches a fixed threshold, for a one-dimensional chain with a single s-type exponent.

## Overlaps along the chain

Place one normalised s-type Gaussian, proportional to $e^{-a r^2}$, in each cell of an infinite chain with spacing $d>0$. Here $a>0$ is the Gaussian exponent, not the lattice constant. For two functions that are $n$ cells apart, completing the square gives

$$e^{-a|\mathbf r|^2}\,e^{-a|\mathbf r-n\mathbf d|^2}=e^{-a d^2n^2/2}\,e^{-2a|\mathbf r-n\mathbf d/2|^2},$$

where $\mathbf d$ is the lattice vector, of length $d$. The integral of the last factor does not depend on $n$, so the normalised overlap is $e^{-a d^2 n^2/2}$. An image $n$ is retained if this number is at least a threshold $t>0$. Let $N(a)$ be the number of retained images, with $d$ and $t$ held fixed. The home cell $n=0$ is included in the count.

```lean
import Mathlib

open Filter Topology

namespace GaussianImageCount

noncomputable section
```

In Lean the retained images form a set of integers, defined by the screening inequality itself. The parameters `a`, `d` and `t` are arbitrary real numbers in the definition, and their signs and ranges enter as hypotheses of the theorems.

```lean
/-- The images `n` of a Gaussian chain with exponent `a` and spacing `d` that are retained
at threshold `t`: those with `exp (-a d² n² / 2) ≥ t`. -/
def retainedImages (a d t : ℝ) : Set ℤ :=
  {n | t ≤ Real.exp (-a * d ^ 2 * (n : ℝ) ^ 2 / 2)}
```

The count $N(a)$ is `imageCount a d t`, the cardinality of that set as a natural number. `Set.ncard` assigns the value 0 to an infinite set, so the count has its intended meaning only once the set is known to be finite, which part (b) supplies.

```lean
/-- The number of retained images. -/
def imageCount (a d t : ℝ) : ℕ := (retainedImages a d t).ncard
```

The overlap integral above is done by hand; the Lean definitions start from the exponential. The step to a real calculation is to identify this exponential with the quantity that a program screens. With mixed exponents or higher angular momenta the overlap has a different form. In a three-dimensional lattice the overlap of two equal s-type Gaussians is the same function of their distance, but the images are no longer counted along a line, so the counting formula changes. The theorems count terms and give no bound on the sum of the discarded ones.

## (a) From an overlap threshold to a distance

Let $a,d>0$ and $0<t\le 1$. Show that image $n$ is retained exactly when

$$|n|\le R(a),\qquad R(a)=\frac1d\sqrt{\frac{2\ln(1/t)}{a}} .$$

The logarithm is increasing, so $t\le e^{-a d^2n^2/2}$ is equivalent to $\ln t\le -a d^2n^2/2$. Multiplying by $-2/a$ reverses the inequality and gives

$$(|n|d)^2\le \frac{2\ln(1/t)}{a}.$$

The right-hand side is nonnegative because $t\le1$. Since $|n|d$ is nonnegative too, taking square roots preserves the equivalence, and division by $d$ gives the claim.

In Lean $R(a)$ is `cutoffIndex a d t`. Despite the name it is a real number, and in general not an integer.

```lean
/-- The cutoff radius in units of the lattice spacing, `√(2 ln(1/t) / a) / d`,
for `a, d > 0` and `0 < t ≤ 1`. -/
def cutoffIndex (a d t : ℝ) : ℝ := √(2 * Real.log (1 / t) / a) / d
```

The proof works on both sides of the equivalence. `Real.log_le_iff_le_exp` takes the logarithm on the left, and `sq_le_sq₀` squares the distance condition on the right. The two inequalities are then rearrangements of each other, which `linarith` confirms in each direction.

```lean
/-- For `a, d > 0` and `0 < t ≤ 1`, an image is retained exactly when its distance from the
origin, in lattice spacings, does not exceed the cutoff index. -/
theorem mem_retainedImages_iff {a d t : ℝ} (ha : 0 < a) (hd : 0 < d) (ht : 0 < t)
    (ht1 : t ≤ 1) (n : ℤ) :
    n ∈ retainedImages a d t ↔ |(n : ℝ)| ≤ cutoffIndex a d t := by
  have hlog : Real.log t ≤ 0 := Real.log_nonpos ht.le ht1
  have hX : 0 ≤ 2 * Real.log (1 / t) / a := by
    rw [one_div, Real.log_inv]
    exact div_nonneg (by linarith) ha.le
  have hn : 0 ≤ |(n : ℝ)| * d := mul_nonneg (abs_nonneg _) hd.le
  change t ≤ Real.exp (-a * d ^ 2 * (n : ℝ) ^ 2 / 2) ↔ _
  -- take the logarithm on the left and square on the right
  rw [← Real.log_le_iff_le_exp ht, cutoffIndex, le_div_iff₀ hd,
    ← sq_le_sq₀ hn (Real.sqrt_nonneg _), Real.sq_sqrt hX, mul_pow, sq_abs,
    le_div_iff₀ ha, one_div, Real.log_inv]
  constructor <;> intro h <;> linarith
```

## (b) The shape of the retained set

Under the same conditions, show that the retained images are

$$\{-\lfloor R(a)\rfloor,\ldots,\lfloor R(a)\rfloor\},$$

where $\lfloor x\rfloor$ is the largest integer not exceeding $x$.

By part (a), $n$ is retained when $|n|\le R(a)$. Since $|n|$ is an integer, this is the same as $|n|\le\lfloor R(a)\rfloor$, and hence as $-\lfloor R(a)\rfloor\le n\le\lfloor R(a)\rfloor$. In particular the set is finite.

`Set.Icc` is the closed interval, here taken in the integers. The proof compares the two sets element by element: `Int.le_floor` replaces the real bound by its integer part, and `abs_le` splits the absolute value into two inequalities.

```lean
/-- For `a, d > 0` and `0 < t ≤ 1`, the retained images fill a symmetric block of integers
around the origin. -/
theorem retainedImages_eq_Icc {a d t : ℝ} (ha : 0 < a) (hd : 0 < d) (ht : 0 < t)
    (ht1 : t ≤ 1) :
    retainedImages a d t = Set.Icc (-⌊cutoffIndex a d t⌋) ⌊cutoffIndex a d t⌋ := by
  ext n
  rw [mem_retainedImages_iff ha hd ht ht1, Set.mem_Icc, ← abs_le, Int.le_floor, Int.cast_abs]
```

## (c) Counting the block

Under the same conditions, show that

$$N(a)=2\lfloor R(a)\rfloor+1 .$$

Since $R(a)\ge0$, its integer part is nonnegative. The block from part (b) therefore contains $\lfloor R(a)\rfloor$ positive integers, equally many negative ones, and zero.

The smallest case is $t=1$. Then $R(a)=0$ and only the home cell is retained, so $N(a)=1$ for every $a>0$.

The theorem is an equation between integers, because the floor is an integer while the count is a natural number. The proof replaces the set by the block, views the block as a finite set and applies `Int.card_Icc`. The nonnegativity `h0` lets `omega` finish the arithmetic.

```lean
/-- For `a, d > 0` and `0 < t ≤ 1`, the number of retained images is twice the integer part
of the cutoff index, plus one for the central cell. -/
theorem imageCount_eq {a d t : ℝ} (ha : 0 < a) (hd : 0 < d) (ht : 0 < t) (ht1 : t ≤ 1) :
    (imageCount a d t : ℤ) = 2 * ⌊cutoffIndex a d t⌋ + 1 := by
  have h0 : 0 ≤ ⌊cutoffIndex a d t⌋ :=
    Int.floor_nonneg.2 (div_nonneg (Real.sqrt_nonneg _) hd.le)
  rw [imageCount, retainedImages_eq_Icc ha hd ht ht1, ← Finset.coe_Icc,
    Set.ncard_coe_finset, Int.card_Icc]
  omega
```

## (d) The rounding error

Under the same conditions, show that

$$|N(a)-2R(a)|\le1 .$$

Write $R(a)=\lfloor R(a)\rfloor+f$ with $0\le f<1$. Part (c) gives

$$N(a)-2R(a)=1-2f,$$

which lies in the interval $(-1,1]$.

In Lean, `h` is the counting formula carried over to real numbers, while `h1` and `h2` are the two floor inequalities that correspond to $0\le f<1$. The absolute value is split into two bounds, and `linarith` proves each.

```lean
/-- For `a, d > 0` and `0 < t ≤ 1`, the image count differs from twice the cutoff index by
at most one. -/
theorem abs_imageCount_sub_le {a d t : ℝ} (ha : 0 < a) (hd : 0 < d) (ht : 0 < t)
    (ht1 : t ≤ 1) : |(imageCount a d t : ℝ) - 2 * cutoffIndex a d t| ≤ 1 := by
  have h : (imageCount a d t : ℝ) = 2 * (⌊cutoffIndex a d t⌋ : ℝ) + 1 := by
    exact_mod_cast imageCount_eq ha hd ht ht1
  have h1 := Int.floor_le (cutoffIndex a d t)
  have h2 := Int.lt_floor_add_one (cutoffIndex a d t)
  rw [h, abs_le]
  constructor <;> linarith
```

## (e) The limit of a diffuse Gaussian

Let $d>0$ and $0<t\le1$. Show that

$$\sqrt a\,N(a)\longrightarrow L,\qquad L=\frac2d\sqrt{2\ln(1/t)},\qquad\text{as } a\to0^+ .$$

The definition of $R(a)$ gives $2\sqrt a\,R(a)=L$ for every $a>0$. Together with part (d) this yields

$$|\sqrt a\,N(a)-L|=\sqrt a\,|N(a)-2R(a)|\le\sqrt a ,$$

and the bound tends to zero.

The filter `𝓝[>] 0` expresses that `a` approaches zero through positive values. The limit is first rewritten as a difference that tends to zero, and `squeeze_zero_norm'` bounds this difference by `√a`. The identity `hR` is $L=2\sqrt a\,R(a)$, and the last line applies part (d).

```lean
/-- For `d > 0` and `0 < t ≤ 1`, the image count times `√a` tends to `(2/d) √(2 ln(1/t))`
as the exponent `a` tends to zero from above. -/
theorem tendsto_sqrt_mul_imageCount {d t : ℝ} (hd : 0 < d) (ht : 0 < t) (ht1 : t ≤ 1) :
    Tendsto (fun a : ℝ => √a * (imageCount a d t : ℝ)) (𝓝[>] 0)
      (𝓝 (2 / d * √(2 * Real.log (1 / t)))) := by
  have hs : Tendsto (fun a : ℝ => √a) (𝓝[>] 0) (𝓝 0) :=
    (Real.continuous_sqrt.tendsto' 0 0 Real.sqrt_zero).mono_left nhdsWithin_le_nhds
  apply tendsto_sub_nhds_zero_iff.1
  refine squeeze_zero_norm' ?_ hs
  filter_upwards [self_mem_nhdsWithin] with a ha
  have ha' : 0 < a := ha
  have hsa : √a ≠ 0 := (Real.sqrt_pos.2 ha').ne'
  -- the rescaled cutoff does not depend on the exponent
  have hR : 2 / d * √(2 * Real.log (1 / t)) = √a * (2 * cutoffIndex a d t) := by
    rw [cutoffIndex, Real.sqrt_div' _ ha'.le]
    field_simp
  rw [hR, ← mul_sub, Real.norm_eq_abs, abs_mul, abs_of_nonneg (Real.sqrt_nonneg a)]
  exact mul_le_of_le_one_right (Real.sqrt_nonneg a) (abs_imageCount_sub_le ha' hd ht ht1)
```

## (f) Scaling the exponent

Let $d>0$, $0<t<1$ and $c>0$. Show that

$$\frac{N(a/c)}{N(a)}\longrightarrow\sqrt c\qquad\text{as } a\to0^+ .$$

As $a\to0^+$, so does $a/c$, and part (e) gives $\sqrt{a/c}\,N(a/c)\to L$. Therefore

$$\frac{N(a/c)}{N(a)}=\frac{\sqrt c\,\sqrt{a/c}\,N(a/c)}{\sqrt a\,N(a)}\longrightarrow\frac{\sqrt c\,L}{L}=\sqrt c .$$

The division is allowed because $t<1$ makes $\ln(1/t)$, and with it $L$, positive.

The condition $t<1$ cannot be relaxed to $t\le1$. At $t=1$ part (c) gives $N(a/c)=N(a)=1$, so the ratio is 1 for every $a>0$, which differs from $\sqrt c$ unless $c=1$.

In the proof, `hL` states that $L\ne0$ and `hdiv` that $a/c$ tends to zero from above. The limit of the quotient is `key`. The remaining lines show that for positive `a` the quotient in `key` equals the ratio of the counts, with `e` for the identity $\sqrt c\,\sqrt{a/c}=\sqrt a$ in the numerator.

```lean
/-- For `d > 0`, `0 < t < 1` and `c > 0`, dividing the exponent by `c` multiplies the image
count by a factor that tends to `√c` as the exponent tends to zero from above. -/
theorem tendsto_imageCount_ratio {d t c : ℝ} (hd : 0 < d) (ht : 0 < t) (ht1 : t < 1)
    (hc : 0 < c) :
    Tendsto (fun a : ℝ => (imageCount (a / c) d t : ℝ) / (imageCount a d t : ℝ))
      (𝓝[>] 0) (𝓝 (√c)) := by
  have hlog : 0 < Real.log (1 / t) := Real.log_pos (one_lt_one_div ht ht1)
  have hL : 2 / d * √(2 * Real.log (1 / t)) ≠ 0 :=
    (mul_pos (div_pos two_pos hd) (Real.sqrt_pos.2 (by linarith))).ne'
  have h := tendsto_sqrt_mul_imageCount hd ht ht1.le
  have hdiv : Tendsto (fun a : ℝ => a / c) (𝓝[>] 0) (𝓝[>] 0) := by
    refine tendsto_nhdsWithin_iff.2 ⟨?_, ?_⟩
    · exact ((continuous_id.div_const c).tendsto' 0 0 (by simp)).mono_left nhdsWithin_le_nhds
    · filter_upwards [self_mem_nhdsWithin] with a ha
      exact div_pos ha hc
  -- compare the limits at the two exponents
  have key := ((h.comp hdiv).const_mul (√c)).div h hL
  rw [mul_div_cancel_right₀ _ hL] at key
  refine key.congr' ?_
  filter_upwards [self_mem_nhdsWithin] with a ha
  have hsa : √a ≠ 0 := (Real.sqrt_pos.2 ha).ne'
  have hsc : √c ≠ 0 := (Real.sqrt_pos.2 hc).ne'
  change √c * (√(a / c) * (imageCount (a / c) d t : ℝ)) / (√a * (imageCount a d t : ℝ)) = _
  have e : √c * (√(a / c) * (imageCount (a / c) d t : ℝ))
      = √a * (imageCount (a / c) d t : ℝ) := by
    rw [Real.sqrt_div' _ hc.le]
    field_simp
  rw [e, mul_div_mul_left _ _ hsa]
```

## (g) One quarter of the exponent

Let $d>0$ and $0<t<1$. Show that

$$\frac{N(a/4)}{N(a)}\longrightarrow2\qquad\text{as } a\to0^+ .$$

This is part (f) with $c=4$, since $\sqrt4=2$. A Gaussian with a quarter of the exponent is twice as wide, so its overlaps reach the threshold at twice the distance.

The Lean proof evaluates the square root in `h4` and inserts it into the general limit.

```lean
/-- For `d > 0` and `0 < t < 1`, quartering the exponent asymptotically doubles the number of
retained images as the exponent tends to zero from above. -/
theorem tendsto_imageCount_quarter {d t : ℝ} (hd : 0 < d) (ht : 0 < t) (ht1 : t < 1) :
    Tendsto (fun a : ℝ => (imageCount (a / 4) d t : ℝ) / (imageCount a d t : ℝ))
      (𝓝[>] 0) (𝓝 2) := by
  have h4 : √(4 : ℝ) = 2 := by
    rw [show (4 : ℝ) = 2 ^ 2 by norm_num, Real.sqrt_sq (by norm_num)]
  have h := tendsto_imageCount_ratio hd ht ht1 (c := 4) (by norm_num)
  rwa [h4] at h
```

## (h) The doubling rule at a finite exponent

Let $a,d>0$ and $0<t\le1$. Show that, without any limit,

$$N(a/4)=2N(a)+1\quad\text{or}\quad N(a/4)=2N(a)-1 .$$

The definition gives $R(a/4)=2R(a)$. Put $m=\lfloor R(a)\rfloor$. From $m\le R(a)<m+1$ follows $2m\le2R(a)<2m+2$, so $\lfloor2R(a)\rfloor$ is either $2m$ or $2m+1$. Part (c) gives $N(a)=2m+1$, and for the quartered exponent

$$N(a/4)=4m+1=2N(a)-1\quad\text{or}\quad N(a/4)=4m+3=2N(a)+1 .$$

Both cases occur. Take $d=1$ and $t=e^{-2}$ in matching units, so that $R(a)=2/\sqrt a$. The exponents $a=16$, $4$ and $1$ give $R=\tfrac12$, $1$ and $2$, and hence $N=1$, $3$ and $5$. The first quartering follows the rule with $+1$, the second the rule with $-1$.

The second alternative appears in Lean as `imageCount (a / 4) d t + 1 = 2 * imageCount a d t`, which avoids subtraction of natural numbers. In the proof `hR` is the doubling of the cutoff, `hN` and `hM` are the two counts from part (c), and `h1` and `h2` confine the new integer part to its two possible values. `omega` then derives the two alternatives.

```lean
/-- For `a, d > 0` and `0 < t ≤ 1`, quartering the exponent doubles the number of retained
images up to exactly one image more or one image fewer. -/
theorem imageCount_quarter {a d t : ℝ} (ha : 0 < a) (hd : 0 < d) (ht : 0 < t) (ht1 : t ≤ 1) :
    imageCount (a / 4) d t = 2 * imageCount a d t + 1 ∨
      imageCount (a / 4) d t + 1 = 2 * imageCount a d t := by
  -- the cutoff index doubles exactly
  have hR : cutoffIndex (a / 4) d t = 2 * cutoffIndex a d t := by
    have e : 2 * Real.log (1 / t) / (a / 4) = 2 ^ 2 * (2 * Real.log (1 / t) / a) := by ring
    rw [cutoffIndex, cutoffIndex, e, Real.sqrt_mul (by norm_num), Real.sqrt_sq (by norm_num),
      mul_div_assoc]
  have hN := imageCount_eq ha hd ht ht1
  have hM := imageCount_eq (a := a / 4) (by linarith) hd ht ht1
  rw [hR] at hM
  -- its integer part doubles up to a possible extra unit
  have h1 : 2 * ⌊cutoffIndex a d t⌋ ≤ ⌊2 * cutoffIndex a d t⌋ := by
    apply Int.le_floor.2
    push_cast
    linarith [Int.floor_le (cutoffIndex a d t)]
  have h2 : ⌊2 * cutoffIndex a d t⌋ < 2 * ⌊cutoffIndex a d t⌋ + 2 := by
    apply Int.floor_lt.2
    push_cast
    linarith [Int.lt_floor_add_one (cutoffIndex a d t)]
  omega

end

end GaussianImageCount
```

```lean
#print axioms GaussianImageCount.tendsto_imageCount_quarter
#print axioms GaussianImageCount.imageCount_quarter
```

```
'GaussianImageCount.tendsto_imageCount_quarter' depends on axioms: [propext, Classical.choice, Quot.sound]
'GaussianImageCount.imageCount_quarter' depends on axioms: [propext, Classical.choice, Quot.sound]
```
